# The rigid linear rotor: \(b\,Q(b)\to 1\) in the classical limit

A rigid linear rotor has energy levels \(E_J = B\,J(J+1)\) for \(J = 0, 1, 2, \dots\), where \(B\) is the rotational constant in energy units. Level \(J\) has degeneracy \(2J+1\). At temperature \(T\) the relative populations of the levels depend on \(B\) and \(T\) only through one dimensionless number,

\[
b = \frac{B}{k_B T} = \frac{\Theta}{T}, \qquad \Theta = \frac{B}{k_B},
\]

where \(\Theta\) is the rotational temperature. The Boltzmann weight of level \(J\) and the partition function are

\[
w_J(b) = (2J+1)\,e^{-bJ(J+1)}, \qquad Q(b) = \sum_{J=0}^{\infty} w_J(b).
\]

The energy zero is the level \(J=0\), so \(w_0 = 1\). Treating \(J\) as continuous and substituting \(u = J(J+1)\) turns the sum into \(\int_0^\infty e^{-bu}\,du = 1/b\), the classical value with which \(Q\) is compared below.

## Levels and weights in Lean

```lean
import Mathlib

open Filter Topology Finset

namespace LinearRotor

noncomputable section
```

The first line loads Mathlib, the mathematical library for Lean. The `open` line allows short names for limits and finite sums, and the namespace puts `LinearRotor` in front of the names defined here.

```lean
/-- Boltzmann weight of the rotational level `J`: degeneracy `2J + 1` times
`exp (-b J (J + 1))`, where `b` is the rotational constant divided by the thermal energy. -/
def levelWeight (b : ℝ) (J : ℕ) : ℝ :=
  (2 * J + 1) * Real.exp (-b * (J * (J + 1)))
```

This is \(w_J(b)\). The type `ℝ` says that \(b\) is any real number, with no sign imposed yet, and `ℕ` says that \(J\) is a natural number starting at 0. Lean converts \(J\) to a real number inside the formula.

The spectrum and the degeneracies are put in by this definition; they are not derived from a Schrödinger equation. The model has no centrifugal distortion and no nuclear-spin restriction on \(J\), so every level counts once with weight \(2J+1\), which corresponds to symmetry number 1.

```lean
/-- Rotational partition function of the linear rotor, the sum of the weights of all levels; for
`b ≤ 0` the series diverges and the value is `0` by convention. -/
def partitionFunction (b : ℝ) : ℝ := ∑' J : ℕ, levelWeight b J
```

The symbol `∑'` is Mathlib's infinite sum. It returns a number even for a divergent series, namely 0 here, so `partitionFunction b` has its physical meaning only for \(b>0\).

```lean
/-- Every level has a nonnegative Boltzmann weight. -/
theorem levelWeight_nonneg (b : ℝ) (J : ℕ) : 0 ≤ levelWeight b J := by
  unfold levelWeight
  positivity
```

No weight is negative, for any real \(b\): \(2J+1\) and the exponential are both positive. The tactic `positivity` reads this off from the form of the expression.

## An inequality for the exponential

```lean
/-- For `x ≥ 0`, the exponential satisfies `1 - x/2 ≤ exp (-x) (1 + x/2)`. -/
theorem one_sub_half_le {x : ℝ} (hx : 0 ≤ x) :
    1 - x / 2 ≤ Real.exp (-x) * (1 + x / 2) := by
  have hd : ∀ y : ℝ, HasDerivAt
      (fun y : ℝ => Real.exp (-y) * (1 + y / 2) - (1 - y / 2))
      (Real.exp (-y) * (-1) * (1 + y / 2) + Real.exp (-y) * (1 / 2) - (-(1 / 2))) y := by
    intro y
    have h1 : HasDerivAt (fun y : ℝ => Real.exp (-y)) (Real.exp (-y) * (-1)) y :=
      (hasDerivAt_id' y).fun_neg.exp
    have h2 : HasDerivAt (fun y : ℝ => 1 + y / 2) (1 / 2) y :=
      ((hasDerivAt_id' y).div_const 2).const_add 1
    have h3 : HasDerivAt (fun y : ℝ => 1 - y / 2) (-(1 / 2)) y :=
      ((hasDerivAt_id' y).div_const 2).const_sub 1
    exact (h1.fun_mul h2).fun_sub h3
  -- the difference of the two sides is increasing and vanishes at zero
  have hmono : Monotone (fun y : ℝ => Real.exp (-y) * (1 + y / 2) - (1 - y / 2)) := by
    apply monotone_of_deriv_nonneg (fun y => (hd y).differentiableAt)
    intro y
    rw [(hd y).deriv]
    have h := mul_le_mul_of_nonneg_left (Real.add_one_le_exp y) (Real.exp_pos (-y)).le
    have h' : Real.exp (-y) * Real.exp y = 1 := by
      rw [← Real.exp_add, neg_add_cancel, Real.exp_zero]
    linarith
  have h := hmono hx
  norm_num at h
  linarith
```

The statement is \(1 - x/2 \le e^{-x}(1 + x/2)\) for \(x \ge 0\). The braces around `x` mean that Lean infers it from context, and `hx` is the hypothesis \(x\ge 0\). To prove the inequality by hand, take the difference of the two sides,

\[
f(y) = e^{-y}\left(1+\tfrac{y}{2}\right) - \left(1-\tfrac{y}{2}\right), \qquad
f'(y) = \tfrac12\left[1 - (1+y)e^{-y}\right].
\]

Since \(1+y \le e^y\), the derivative is never negative. So \(f\) is increasing, and \(f(0)=0\) gives \(f(x)\ge 0\) for \(x \ge 0\).

The Lean proof takes the same path: `hd` computes the derivative, `hmono` shows that \(f\) is increasing, and `hmono hx` compares \(f(0)\) with \(f(x)\).

## Two bounds on finite sums

```lean
/-- For `b > 0`, the weights of the first `n` levels, multiplied by `b`, add up to at most
`exp (b/2) (1 - exp (-b n²))`. -/
theorem partial_sum_le {b : ℝ} (hb : 0 < b) (n : ℕ) :
    b * ∑ J ∈ range n, levelWeight b J
      ≤ Real.exp (b / 2) * (1 - Real.exp (-b * (n : ℝ) ^ 2)) := by
  induction n with
  | zero => simp
  | succ n ih =>
    -- the weight of level n is compared with a difference of Gaussians through sinh y ≥ y
    have hy : (0 : ℝ) ≤ b * (n + 1 / 2) := by positivity
    have hs := Real.self_le_sinh_iff.mpr hy
    rw [Real.sinh_eq] at hs
    have h1 : Real.exp (b / 2) * Real.exp (-b * (n : ℝ) ^ 2)
        = Real.exp (-b * (n * (n + 1))) * Real.exp (b * (n + 1 / 2)) := by
      rw [← Real.exp_add, ← Real.exp_add]
      congr 1
      ring
    have h2 : Real.exp (b / 2) * Real.exp (-b * ((n : ℝ) + 1) ^ 2)
        = Real.exp (-b * (n * (n + 1))) * Real.exp (-(b * (n + 1 / 2))) := by
      rw [← Real.exp_add, ← Real.exp_add]
      congr 1
      ring
    have h3 := mul_le_mul_of_nonneg_left hs (Real.exp_pos (-b * ((n : ℝ) * (n + 1)))).le
    rw [sum_range_succ, mul_add]
    push_cast
    rw [mul_sub, h2]
    rw [mul_sub, h1] at ih
    unfold levelWeight at ih ⊢
    linarith
```

In Lean, `range n` is the set \(\{0,\dots,n-1\}\), so the claim for \(b>0\) is

\[
b\sum_{J=0}^{n-1} w_J(b) \le e^{b/2}\left(1 - e^{-bn^2}\right).
\]

For \(n=0\) both sides vanish. To pass from \(n\) to \(n+1\), one adds level \(n\). Put \(y = b(n+\tfrac12)\ge 0\). From \(y \le \sinh y\) we get

\[
b(2n+1) = 2y \le e^{y} - e^{-y}.
\]

Multiply by \(e^{-bn(n+1)}\) and complete the squares in the exponents:

\[
-bn(n+1) + y = \tfrac b2 - bn^2, \qquad -bn(n+1) - y = \tfrac b2 - b(n+1)^2 .
\]

Hence

\[
b\,w_n(b) \le e^{b/2}\left[e^{-bn^2} - e^{-b(n+1)^2}\right].
\]

Adding this to the bound for \(n\) cancels the term \(e^{-bn^2}\) and leaves the bound for \(n+1\).

In the code, `hs` is the inequality for sinh, `h1` and `h2` are the two completed squares, and `h3` is the multiplication by the exponential. The induction hypothesis is `ih`, and `linarith` combines these inequalities linearly.

```lean
/-- For `b > 0`, the weights of the first `n` levels, multiplied by `b`, add up to at least
`1 - (1 + b n) exp (-b n (n + 1))`. -/
theorem le_partial_sum {b : ℝ} (hb : 0 < b) (n : ℕ) :
    1 - (1 + b * n) * Real.exp (-b * (n * (n + 1)))
      ≤ b * ∑ J ∈ range n, levelWeight b J := by
  induction n with
  | zero => simp
  | succ n ih =>
    have hx : (0 : ℝ) ≤ 2 * b * (n + 1) := by positivity
    have h1 : Real.exp (-b * (((n : ℝ) + 1) * (n + 1 + 1)))
        = Real.exp (-b * (n * (n + 1))) * Real.exp (-(2 * b * (n + 1))) := by
      rw [← Real.exp_add]
      congr 1
      ring
    have h2 := mul_le_mul_of_nonneg_left (one_sub_half_le hx)
      (Real.exp_pos (-b * ((n : ℝ) * (n + 1)))).le
    rw [sum_range_succ]
    push_cast
    rw [h1]
    unfold levelWeight at ih ⊢
    linarith
```

The lower bound has the same structure. Set \(G(n) = (1+bn)\,e^{-bn(n+1)}\), so that \(G(0)=1\). The claim is

\[
1 - G(n) \le b\sum_{J=0}^{n-1} w_J(b).
\]

Again both sides vanish at \(n=0\). For the step, use the exponential inequality at \(x = 2b(n+1)\):

\[
1 - b(n+1) \le e^{-2b(n+1)}\left[1 + b(n+1)\right].
\]

Multiply by \(e^{-bn(n+1)}\). Because \(n(n+1) + 2(n+1) = (n+1)(n+2)\), the right side becomes \(G(n+1)\), and therefore

\[
G(n) - G(n+1) \le e^{-bn(n+1)}\left[1 + bn - 1 + b(n+1)\right] = b\,w_n(b).
\]

Adding this to the bound for \(n\) gives the bound for \(n+1\). Here `h1` combines the exponents and `h2` is the multiplied inequality.

## Convergence and bounds on the full sum

```lean
/-- The sum over rotational levels converges exactly when `b > 0`. -/
theorem summable_levelWeight_iff (b : ℝ) : Summable (levelWeight b) ↔ 0 < b := by
  constructor
  · intro hs
    by_contra hb
    have hb' : 0 ≤ -b := by linarith
    -- without Boltzmann damping every weight is at least one
    have h : (1 : ℝ) ≤ 0 := ge_of_tendsto' hs.tendsto_atTop_zero (fun J => by
      have hJ : (0 : ℝ) ≤ J := Nat.cast_nonneg J
      have he : 1 ≤ Real.exp (-b * ((J : ℝ) * (J + 1))) :=
        Real.one_le_exp (mul_nonneg hb' (by positivity))
      unfold levelWeight
      nlinarith)
    linarith
  · intro hb
    apply summable_of_sum_range_le (c := Real.exp (b / 2) / b) (levelWeight_nonneg b)
    intro n
    rw [le_div_iff₀ hb]
    have h := partial_sum_le hb n
    have hp := mul_pos (Real.exp_pos (b / 2)) (Real.exp_pos (-b * (n : ℝ) ^ 2))
    linarith
```

For nonnegative terms such as these, `Summable` means that the series converges, and the arrow `↔` means "if and only if". The sum over levels therefore converges for every positive \(b\) and for no other real \(b\).

If \(b \le 0\), the exponential is at least 1 and so is every weight. The terms of a convergent series tend to 0, which is impossible here. If \(b>0\), the upper bound on finite sums gives

\[
\sum_{J=0}^{n-1} w_J(b) \le \frac{e^{b/2}}{b} \quad\text{for every } n,
\]

and a series of nonnegative terms with bounded partial sums converges. This last fact is `summable_of_sum_range_le`.

```lean
/-- For every `b > 0`, the partition function satisfies `1 ≤ b Q(b) ≤ exp (b/2)`. -/
theorem partitionFunction_bounds {b : ℝ} (hb : 0 < b) :
    1 ≤ b * partitionFunction b ∧ b * partitionFunction b ≤ Real.exp (b / 2) := by
  have hs := (summable_levelWeight_iff b).mpr hb
  have hlim : Tendsto (fun n => b * ∑ J ∈ range n, levelWeight b J) atTop
      (𝓝 (b * partitionFunction b)) := hs.hasSum.tendsto_sum_nat.const_mul b
  constructor
  · -- the remainder of the lower estimate is dominated by a multiple of the n-th weight
    have h0 : Tendsto (fun n => b * ∑ J ∈ range n, levelWeight b J
        + (1 + b) * levelWeight b n) atTop (𝓝 (b * partitionFunction b + (1 + b) * 0)) :=
      hlim.add (hs.tendsto_atTop_zero.const_mul (1 + b))
    rw [mul_zero, add_zero] at h0
    refine ge_of_tendsto' h0 (fun n => ?_)
    have h := le_partial_sum hb n
    have hn : (0 : ℝ) ≤ n := Nat.cast_nonneg n
    have hc : 1 + b * n ≤ (1 + b) * (2 * (n : ℝ) + 1) := by
      nlinarith [mul_nonneg hb.le hn]
    have h' := mul_le_mul_of_nonneg_right hc (Real.exp_pos (-b * ((n : ℝ) * (n + 1)))).le
    have he : (1 + b) * levelWeight b n
        = (1 + b) * (2 * (n : ℝ) + 1) * Real.exp (-b * (n * (n + 1))) := by
      unfold levelWeight
      ring
    linarith
  · refine le_of_tendsto' hlim (fun n => ?_)
    have h := partial_sum_le hb n
    have hp := mul_pos (Real.exp_pos (b / 2)) (Real.exp_pos (-b * (n : ℝ) ^ 2))
    linarith
```

For every \(b>0\),

\[
1 \le b\,Q(b) \le e^{b/2}.
\]

The symbol `∧` means "and". The upper half follows by letting \(n\to\infty\) in \(b\sum_{J<n} w_J \le e^{b/2}\). For the lower half, \(G(n)\) has to disappear in the limit. Since \(1+bn \le (1+b)(2n+1)\), we have \(G(n) \le (1+b)\,w_n(b)\), so

\[
1 \le b\sum_{J=0}^{n-1} w_J(b) + (1+b)\,w_n(b).
\]

The series converges, so \(w_n(b)\to 0\), and the right side tends to \(b\,Q(b)\).

The device on which the proof turns is `ge_of_tendsto'`, together with its mirror image `le_of_tendsto'`. It says that if a sequence tends to \(a\) and every member is at least \(c\), then \(a\ge c\). The user supplies two things: a proof of the limit, written with `Tendsto`, and a proof of the inequality for each \(n\).

This lets the proof keep its algebra in finite sums, where induction works, and carry only the finished inequality over to the infinite sum. The link between the two is `hlim`, which states that \(b\) times the partial sums tends to \(b\,Q(b)\); it rests on the convergence already proved. The same device settled the case \(b\le 0\) above: weights that are all at least 1 and tend to 0 would give \(1\le 0\).

## The classical limit and its error

```lean
/-- Classical limit of the linear rotor: `b Q(b)` tends to `1` as `b` tends to `0` from above. -/
theorem classical_limit :
    Tendsto (fun b => b * partitionFunction b) (𝓝[>] 0) (𝓝 1) := by
  have hu : Tendsto (fun b : ℝ => Real.exp (b / 2)) (𝓝[>] 0) (𝓝 1) := by
    have hc : Continuous (fun b : ℝ => Real.exp (b / 2)) := by fun_prop
    have h := hc.tendsto 0
    rw [zero_div, Real.exp_zero] at h
    exact h.mono_left nhdsWithin_le_nhds
  refine tendsto_of_tendsto_of_tendsto_of_le_of_le' tendsto_const_nhds hu ?_ ?_
  · filter_upwards [self_mem_nhdsWithin] with b hb
    exact (partitionFunction_bounds hb).1
  · filter_upwards [self_mem_nhdsWithin] with b hb
    exact (partitionFunction_bounds hb).2
```

The notation `𝓝[>] 0` describes approach to 0 through positive values, and `𝓝 1` describes closeness to 1. The theorem reads

\[
\lim_{b\to0^+} b\,Q(b) = 1.
\]

The quantity \(b\,Q(b)\) lies between the constant 1 and \(e^{b/2}\), which tends to 1 by continuity (`hu`). The long name beginning `tendsto_of_tendsto_of_tendsto` is the squeeze theorem. The two `filter_upwards` lines supply the bounds for \(b>0\), the only values that matter for this limit.

```lean
/-- For `0 < b ≤ 1`, the partition function is at least its classical value `1/b` and exceeds
it by at most `1`. -/
theorem classical_error {b : ℝ} (hb : 0 < b) (hb1 : b ≤ 1) :
    1 / b ≤ partitionFunction b ∧ partitionFunction b ≤ 1 / b + 1 := by
  obtain ⟨hl, hu⟩ := partitionFunction_bounds hb
  -- on this range exp (b/2) ≤ 1 + b
  have he : Real.exp (b / 2) ≤ 1 + b := by
    have h := mul_le_mul_of_nonneg_left (Real.add_one_le_exp (-(b / 2)))
      (Real.exp_pos (b / 2)).le
    rw [← Real.exp_add, add_neg_cancel, Real.exp_zero] at h
    by_contra hc
    have hc' : 1 + b < Real.exp (b / 2) := lt_of_not_ge hc
    have h2 : 0 < (Real.exp (b / 2) - (1 + b)) * (1 - b / 2) :=
      mul_pos (by linarith) (by linarith)
    nlinarith [mul_nonneg hb.le (sub_nonneg.mpr hb1)]
  constructor
  · rw [div_le_iff₀ hb]
    linarith
  · have h : 1 / b + 1 = (1 + b) / b := by
      field_simp
    rw [h, le_div_iff₀ hb]
    linarith
```

For \(0<b\le1\), that is \(T\ge\Theta\), the error has an explicit bound:

\[
\frac1b \le Q(b) \le \frac1b + 1.
\]

The left inequality is \(1\le b\,Q(b)\) divided by \(b\). For the right one it is enough to show \(e^{b/2}\le 1+b\), because \(b\,Q(b)\le e^{b/2}\). From \(1-b/2\le e^{-b/2}\) we get \(e^{b/2}(1-b/2)\le 1\), while

\[
(1+b)\left(1-\tfrac b2\right) = 1 + \tfrac{b(1-b)}{2} \ge 1 .
\]

Comparing the two and dividing by the positive factor \(1-b/2\) gives \(e^{b/2}\le 1+b\). Lean argues by contradiction: `hc'` assumes the opposite inequality, and `h2` multiplies it by \(1-b/2\). Then \(b\,Q(b)\le 1+b\), and division by \(b\) finishes the proof.

Ideal-gas thermochemistry based on computed molecular structures commonly uses the classical rotational partition function; for a rigid linear rotor with symmetry number 1 and \(T\ge\Theta\), this bound shows that \(T/\Theta\) never overestimates \(Q\) and falls short of it by at most 1.

```lean
/-- For a rotational temperature `Θ > 0`, the ratio of the partition function at temperature
`T` to `T/Θ` tends to `1` as `T` tends to infinity. -/
theorem high_temperature_limit {Θ : ℝ} (hΘ : 0 < Θ) :
    Tendsto (fun T => partitionFunction (Θ / T) / (T / Θ)) atTop (𝓝 1) := by
  have h0 : Tendsto (fun T : ℝ => Θ / T) atTop (𝓝[>] 0) := by
    refine tendsto_nhdsWithin_iff.mpr ⟨tendsto_const_nhds.div_atTop tendsto_id, ?_⟩
    filter_upwards [eventually_gt_atTop 0] with T hT
    exact div_pos hΘ hT
  refine (classical_limit.comp h0).congr (fun T => ?_)
  rw [Function.comp_apply, div_eq_mul_inv (partitionFunction (Θ / T)), inv_div, mul_comm]

end

end LinearRotor
```

With \(\Theta>0\) held fixed, `atTop` means \(T\to\infty\), and the theorem is

\[
\lim_{T\to\infty} \frac{Q(\Theta/T)}{T/\Theta} = 1.
\]

This is the previous limit with \(b=\Theta/T\), since dividing by \(T/\Theta\) is the same as multiplying by \(b\). The step `h0` shows that \(\Theta/T\) tends to 0 through positive values, and `classical_limit.comp h0` makes the substitution. The limit concerns the ratio; it does not say that the difference \(Q(\Theta/T)-T/\Theta\) vanishes.

```lean
#print axioms LinearRotor.classical_limit
#print axioms LinearRotor.classical_error
#print axioms LinearRotor.high_temperature_limit
```

```
'LinearRotor.classical_limit' depends on axioms: [propext, Classical.choice, Quot.sound]
'LinearRotor.classical_error' depends on axioms: [propext, Classical.choice, Quot.sound]
'LinearRotor.high_temperature_limit' depends on axioms: [propext, Classical.choice, Quot.sound]
```
